# For net doping D ≥ 0 and a positive start, the neutrality iteration n ↦ D + nᵢ²/n multiplies (n − r)/(n + nᵢ²/r) by −nᵢ²/r² at each step, r being the neutral electron density

In a semiconductor with intrinsic density nᵢ > 0 and fixed net doping D ≥ 0, take the hole density to be nᵢ²/n when the electron density is n, so that charge neutrality at a density r > 0 reads r − nᵢ²/r = D. The theorem `exact_error` concerns the iteration n ↦ D + nᵢ²/n from a positive start n₀. It states that after k steps the ratio (n_k − r)/(n_k + nᵢ²/r) equals (−nᵢ²/r²)^k times its initial value. The attempt first proves that one step multiplies this ratio by −nᵢ²/r² for any positive density, then proceeds by induction on k, using the positivity of every iterate.

As first written in Lean, the proof fails:

```lean
import Mathlib

open Filter Topology

namespace NeutralityFixedPoint

noncomputable section

/-- The electron density after `k` steps of the neutrality iteration `n ↦ D + ni² / n`,
started from `n0`, for intrinsic density `ni` and net doping `D`. -/
def density (ni D n0 : ℝ) : ℕ → ℝ
  | 0 => n0
  | k + 1 => D + ni ^ 2 / density ni D n0 k

/-- For nonnegative net doping and a positive start, every iterate is a positive density. -/
theorem density_pos {ni D n0 : ℝ} (hni : 0 < ni) (hD : 0 ≤ D) (hn0 : 0 < n0) (k : ℕ) :
    0 < density ni D n0 k := by
  induction k with
  | zero => exact hn0
  | succ k ih =>
    have h := div_pos (pow_pos hni 2) ih
    show 0 < D + ni ^ 2 / density ni D n0 k
    linarith

/-- Exact error law for nonnegative net doping and a positive start: the ratio `(n_k - r) / (n_k +
ni² / r)` is a geometric sequence with factor `-ni² / r²`, where `r` is the neutral density. -/
theorem exact_error {ni D n0 r : ℝ} (hni : 0 < ni) (hD : 0 ≤ D) (hn0 : 0 < n0)
    (hr : 0 < r) (h : r - ni ^ 2 / r = D) (k : ℕ) :
    (density ni D n0 k - r) / (density ni D n0 k + ni ^ 2 / r)
      = (-(ni ^ 2 / r ^ 2)) ^ k * ((n0 - r) / (n0 + ni ^ 2 / r)) := by
  -- the update rule acts on the ratio as multiplication by a constant
  have key : ∀ x : ℝ, 0 < x →
      (D + ni ^ 2 / x - r) / (D + ni ^ 2 / x + ni ^ 2 / r)
        = -(ni ^ 2 / r ^ 2) * ((x - r) / (x + ni ^ 2 / r)) := by
    intro x hx
    have h1 : D + ni ^ 2 / x - r = -(ni ^ 2 / r) * (x - r) / x := by
      rw [← h]
      field_simp <;> ring
    have h2 : D + ni ^ 2 / x + ni ^ 2 / r = r * (x + ni ^ 2 / r) / x := by
      rw [← h]
      field_simp <;> ring
    have hy : 0 < x + ni ^ 2 / r := by positivity
    rw [h1, h2]
    generalize x + ni ^ 2 / r = y at hy ⊢
    field_simp
  induction k with
  | zero => simp [density]
  | succ k ih =>
    have hk := key _ (density_pos hni hD hn0 k)
    rw [ih] at hk
    rw [pow_succ', mul_assoc]
    exact hk

end

end NeutralityFixedPoint
```

Messages:

```
Main.lean:51:19: error: Tactic `rewrite` failed: Did not find an occurrence of the pattern
  ?a * ?b * ?c
in the target expression
  (density ni D n0 (k + 1) - r) / (density ni D n0 (k + 1) + ni * ni ^ 1 / r) =
    (-(ni * ni ^ 1 / r ^ 2)) ^ (k + 1) * ((n0 - r) / (n0 + ni * ni ^ 1 / r))

case succ
ni D n0 r : ℝ
hni : 0 < ni
hD : 0 ≤ D
hn0 : 0 < n0
hr : 0 < r
h : r - ni ^ 2 / r = D
key :
  ∀ (x : ℝ),
    0 < x → (D + ni ^ 2 / x - r) / (D + ni ^ 2 / x + ni ^ 2 / r) = -(ni ^ 2 / r ^ 2) * ((x - r) / (x + ni ^ 2 / r))
k : ℕ
ih :
  (density ni D n0 k - r) / (density ni D n0 k + ni ^ 2 / r) = (-(ni ^ 2 / r ^ 2)) ^ k * ((n0 - r) / (n0 + ni ^ 2 / r))
hk :
  (D + ni ^ 2 / density ni D n0 k - r) / (D + ni ^ 2 / density ni D n0 k + ni ^ 2 / r) =
    -(ni ^ 2 / r ^ 2) * ((-(ni ^ 2 / r ^ 2)) ^ k * ((n0 - r) / (n0 + ni ^ 2 / r)))
⊢ (density ni D n0 (k + 1) - r) / (density ni D n0 (k + 1) + ni * ni ^ 1 / r) =
    (-(ni * ni ^ 1 / r ^ 2)) ^ (k + 1) * ((n0 - r) / (n0 + ni * ni ^ 1 / r))
```

Cause. The error is reported at `mul_assoc`, but the trouble starts with the `pow_succ'` before it. Given no arguments, `pow_succ'` may rewrite any power whose exponent matches `n + 1`, and the numeral 2 matches with `n` equal to 1. Lean therefore settled on `ni ^ 2` and turned each occurrence in the goal into `ni * ni ^ 1`, as the message shows. The intended power, with exponent `k + 1`, stayed whole, so the goal contained no product of the form `?a * ?b * ?c` for `mul_assoc` to regroup.

The repair gives `pow_succ'` the base `-(ni ^ 2 / r ^ 2)` and the exponent `k`, so that it splits the intended power into the base times its `k`-th power. `mul_assoc` then brackets the right-hand side as in `hk`, and `exact hk` closes the goal, since `density` at `k + 1` is by definition the updated density in `hk`.

Replacing `field_simp <;> ring` with two separate lines is mere tidying.

Lean accepts the file once it reads:

```diff
@@ -36,8 +36,10 @@
     have h1 : D + ni ^ 2 / x - r = -(ni ^ 2 / r) * (x - r) / x := by
       rw [← h]
-      field_simp <;> ring
+      field_simp
+      ring
     have h2 : D + ni ^ 2 / x + ni ^ 2 / r = r * (x + ni ^ 2 / r) / x := by
       rw [← h]
-      field_simp <;> ring
+      field_simp
+      ring
     have hy : 0 < x + ni ^ 2 / r := by positivity
     rw [h1, h2]
@@ -49,5 +51,5 @@
     have hk := key _ (density_pos hni hD hn0 k)
     rw [ih] at hk
-    rw [pow_succ', mul_assoc]
+    rw [pow_succ' (-(ni ^ 2 / r ^ 2)) k, mul_assoc]
     exact hk
 
```
